# Potential inversion for a one-electron orbital with positive density in one dimension

To extract a time-dependent Kohn–Sham potential from a known density n(x,t), one fixes a phase α(x,t) that satisfies the continuity equation and inserts n and α into an explicit formula for the potential. This applies when a single spatial orbital carries the whole density, as for one electron or for a two-electron singlet with one doubly occupied orbital, here in one dimension and without nodes.

The claim behind this step concerns the orbital

ψ = √n e^{iα}

with n > 0 and α real, both differentiable once in t and twice in x. In atomic units, and for any real function v(x,t), this orbital solves

i ψ_t = −ψ_xx/2 + v ψ

at all x and t if and only if, at all x and t,

n_t + (n α_x)_x = 0

v = (√n)_xx/(2√n) − α_t − α_x²/2.

Subscripts denote partial derivatives. For a doubly occupied orbital with total density n, the normalised orbital is ψ/√2; since the Schrödinger equation is linear, it solves the equation exactly when ψ does, and the two conditions are unchanged. The phase is part of the input: the claim tests a given pair n, α and does not construct α from n. For a given density, the continuity equation fixes the current n α_x only up to a function of t. For a localised density one usually requires the current to vanish at infinity, which removes this freedom. What then remains is a function of t added to α, and it changes v only by a function of t.

## From amplitude and phase to two real equations

Write R = √n. Since n is positive, R has the derivatives that are needed; for instance R_x = n_x/(2√n), which can be differentiated once more in x. The product rule gives

ψ_t = (R_t + i α_t R) e^{iα}

ψ_x = (R_x + i α_x R) e^{iα}

ψ_xx = (R_xx + i α_xx R + 2i α_x R_x − α_x² R) e^{iα}.

Put everything in the Schrödinger equation on one side and collect real and imaginary terms:

i ψ_t + ψ_xx/2 − v ψ = (A + iB) e^{iα}

A = R_xx/2 − R (α_t + α_x²/2 + v)

B = R_t + R_x α_x + R α_xx/2.

The phase factor is never zero, so the Schrödinger equation holds at a point exactly when A = 0 and B = 0 there.

The condition B = 0 is the continuity equation. From n = R² we have n_t = 2R R_t and (n α_x)_x = 2R R_x α_x + R² α_xx, hence

n_t + (n α_x)_x = 2R B,

and R ≠ 0. The condition A = 0, divided by R and solved for v, is the potential formula. Every step can be reversed, which gives both directions of the claim.

For a static density ρ(x) and the phase α = −Et, where the real constant E is the orbital energy, both terms of the continuity equation vanish. With α_t = −E and α_x = 0 the formula becomes

v = E + (√ρ)''/(2√ρ).

## Fields, derivatives and the Schrödinger equation in Lean

```lean
import Mathlib

open Complex

namespace OneElectronInversion

noncomputable section
```

A field is a function of position first and time second. The two partial derivatives hold one argument fixed and apply Mathlib's `deriv` to the other. The value space, called `E` in this code and unrelated to the energy E, may be the real or the complex numbers, so the same definitions serve for n, α and ψ.

```lean
/-- The partial derivative in position of a field `f(x,t)`. -/
def dx {E : Type*} [NormedAddCommGroup E] [NormedSpace ℝ E]
    (f : ℝ → ℝ → E) (x t : ℝ) : E := deriv (fun y => f y t) x

/-- The partial derivative in time of a field `f(x,t)`. -/
def dt {E : Type*} [NormedAddCommGroup E] [NormedSpace ℝ E]
    (f : ℝ → ℝ → E) (x t : ℝ) : E := deriv (fun s => f x s) t
```

The smoothness assumption asks for f_t, f_x and f_xx to exist everywhere, and for nothing else. They need not be continuous, and no mixed derivative is required.

```lean
/-- A real field that is differentiable once in time and twice in position. -/
structure Regular (f : ℝ → ℝ → ℝ) : Prop where
  time : ∀ x t, HasDerivAt (fun s => f x s) (dt f x t) t
  space : ∀ x t, HasDerivAt (fun y => f y t) (dx f x t) x
  space₂ : ∀ x t, HasDerivAt (fun y => dx f y t) (dx (dx f) x t) x
```

The amplitude R and the orbital ψ follow the formulas above, with `I` for the imaginary unit.

```lean
/-- The amplitude `√n` of a density `n ≥ 0`. -/
def amplitude (n : ℝ → ℝ → ℝ) (x t : ℝ) : ℝ := √(n x t)

/-- The orbital `√n exp(iα)` built from a density `n ≥ 0` and a phase `α`. -/
def orbital (n α : ℝ → ℝ → ℝ) (x t : ℝ) : ℂ :=
  amplitude n x t * Complex.exp (I * α x t)
```

The Schrödinger equation is a predicate on a potential and a complex field, required at every real x and t. The factor 1/2 fixes atomic units, ħ = m = 1. The potential is a real multiplicative function with no continuity assumed. Because `deriv` returns 0 where no derivative exists, the predicate by itself does not enforce differentiability; for the orbitals considered here, differentiability follows from the assumptions on n and α.

```lean
/-- The time-dependent Schrödinger equation `i ψ_t = -ψ_xx/2 + v ψ` in atomic units. -/
def SolvesTDSE (v : ℝ → ℝ → ℝ) (ψ : ℝ → ℝ → ℂ) : Prop :=
  ∀ x t, I * dt ψ x t = -(1 / 2) * dx (dx ψ) x t + v x t * ψ x t
```

The first theorem confirms that the orbital has the intended density, |ψ|² = n, wherever n ≥ 0. The phase factor has modulus one, and the square of √n is n. Normalisation is not assumed anywhere: n need not integrate to one, or be integrable at all.

```lean
variable {n α : ℝ → ℝ → ℝ}

/-- Where `n ≥ 0`, the orbital `√n exp(iα)` has squared modulus `n`. -/
theorem orbital_density {x t : ℝ} (hn : 0 ≤ n x t) : ‖orbital n α x t‖ ^ 2 = n x t := by
  have hsq : amplitude n x t * amplitude n x t = n x t := Real.mul_self_sqrt hn
  rw [orbital, norm_mul, mul_comm I, Complex.norm_exp_ofReal_mul_I, mul_one,
    Complex.norm_real, Real.norm_eq_abs, sq_abs, sq, hsq]
```

## Derivatives of the orbital

Positivity first does its work in the regularity of √n. The time derivative and the first space derivative come from the chain rule for the square root, which needs n ≠ 0. For the second space derivative, the equation `e` records R_x = n_x/(2√n) at every position, and the quotient rule applies to the right side.

```lean
/-- The amplitude of a positive regular density is regular. -/
theorem regular_amplitude (hn : ∀ x t, 0 < n x t) (hr : Regular n) :
    Regular (amplitude n) where
  time x t := ((hr.time x t).sqrt (hn x t).ne').differentiableAt.hasDerivAt
  space x t := ((hr.space x t).sqrt (hn x t).ne').differentiableAt.hasDerivAt
  space₂ x t := by
    have e : (fun y => dx (amplitude n) y t) = fun y => dx n y t / (2 * √(n y t)) :=
      funext fun y => ((hr.space y t).sqrt (hn y t).ne').deriv
    have hne : 2 * √(n x t) ≠ 0 := mul_ne_zero two_ne_zero (Real.sqrt_pos.2 (hn x t)).ne'
    have hd : DifferentiableAt ℝ (fun y => dx (amplitude n) y t) x := by
      rw [e]
      exact ((hr.space₂ x t).fun_div
        (((hr.space x t).sqrt (hn x t).ne').const_mul 2) hne).differentiableAt
    exact hd.hasDerivAt
```

The next lemma is the product rule used three times in the derivation by hand. A complex function c times e^{ia}, with a real, has derivative (c' + i a' c) e^{ia}.

```lean
/-- The product rule for a complex amplitude times a phase factor. -/
theorem hasDerivAt_mul_phase {c : ℝ → ℂ} {a : ℝ → ℝ} {c' : ℂ} {a' x : ℝ}
    (hc : HasDerivAt c c' x) (ha : HasDerivAt a a' x) :
    HasDerivAt (fun y => c y * Complex.exp (I * a y))
      ((c' + I * a' * c x) * Complex.exp (I * a x)) x :=
  (hc.fun_mul (ha.ofReal_comp.const_mul I).cexp).congr_deriv (by ring)
```

With c = R the lemma yields ψ_t and ψ_x. With c = R_x + i α_x R it yields ψ_xx. The formula for ψ_x, called `h1`, is proved for all positions y, because it has to be known as a function before it can be differentiated again.

```lean
/-- The derivatives `ψ_t` and `ψ_xx` of the orbital in terms of amplitude and phase. -/
theorem orbital_derivatives (hR : Regular (amplitude n)) (hα : Regular α) (x t : ℝ) :
    dt (orbital n α) x t = (dt (amplitude n) x t + I * dt α x t * amplitude n x t)
        * Complex.exp (I * α x t) ∧
    dx (dx (orbital n α)) x t =
      ((dx (dx (amplitude n)) x t + (I * dx (dx α) x t * amplitude n x t
          + I * dx α x t * dx (amplitude n) x t))
        + I * dx α x t * (dx (amplitude n) x t + I * dx α x t * amplitude n x t))
        * Complex.exp (I * α x t) := by
  have h1 : ∀ y : ℝ, dx (orbital n α) y t =
      (dx (amplitude n) y t + I * dx α y t * amplitude n y t) * Complex.exp (I * α y t) :=
    fun y => (hasDerivAt_mul_phase (hR.space y t).ofReal_comp (hα.space y t)).deriv
  refine ⟨(hasDerivAt_mul_phase (hR.time x t).ofReal_comp (hα.time x t)).deriv, ?_⟩
  have hc := (hR.space₂ x t).ofReal_comp.fun_add
    (((hα.space₂ x t).ofReal_comp.const_mul I).fun_mul (hR.space x t).ofReal_comp)
  change deriv (fun y => dx (orbital n α) y t) x = _
  rw [funext h1]
  exact (hasDerivAt_mul_phase hc (hα.space x t)).deriv
```

## The residual and the square of i

The following theorem is the identity with A + iB. Its first real expression is A and its second is B.

```lean
/-- The residual of the Schrödinger equation is the phase factor times a complex number whose
real and imaginary parts are given by amplitude, phase and potential. -/
theorem schrodinger_residual (hR : Regular (amplitude n)) (hα : Regular α)
    (v : ℝ → ℝ → ℝ) (x t : ℝ) :
    I * dt (orbital n α) x t
        - (-(1 / 2) * dx (dx (orbital n α)) x t + v x t * orbital n α x t) =
      (((dx (dx (amplitude n)) x t / 2
          - amplitude n x t * (dt α x t + dx α x t ^ 2 / 2 + v x t) : ℝ) : ℂ)
        + I * ((dt (amplitude n) x t + dx (amplitude n) x t * dx α x t
          + amplitude n x t * dx (dx α) x t / 2 : ℝ) : ℂ)) * Complex.exp (I * α x t) := by
  obtain ⟨h1, h2⟩ := orbital_derivatives hR hα x t
  rw [h1, h2, orbital]
  push_cast
  linear_combination ((dt α x t : ℝ) * (amplitude n x t : ℝ)
    + (dx α x t : ℝ) ^ 2 * (amplitude n x t : ℝ) / 2 : ℂ)
    * Complex.exp (I * α x t) * Complex.I_sq
```

The proof turns on the tactic `linear_combination`. To prove an equation L = M from a known equation p = q, one supplies a coefficient c, and the tactic checks that L − M − c(p − q) vanishes by the rules of commutative algebra alone. Those rules treat `I` as an unknown symbol and do not include i² = −1. That fact enters as the known equation `Complex.I_sq`, and the coefficient has to say where it is used. After the derivatives are inserted, the two sides differ by

(α_t R + α_x² R/2) e^{iα} (i² + 1),

so the coefficient is the part in front of the last bracket. Its two terms are the places where two factors of i meet: the i of the Schrödinger equation with the i from differentiating the phase in time, and the two factors of i from differentiating the phase twice in space. Beforehand, `push_cast` distributes the embedding of the real numbers into the complex numbers over sums and products, so that both sides are written in the same symbols.

## Continuity and the equivalence

The relation n_t + (n α_x)_x = 2R B is proved as by hand, by differentiating n = R · R in time and in position. The last line replaces R² by n in the term with α_xx.

```lean
/-- The left side of the continuity equation, written with the amplitude `√n`. -/
theorem continuity_amplitude (hn : ∀ x t, 0 < n x t) (hr : Regular n) (hα : Regular α)
    (x t : ℝ) :
    dt n x t + dx (fun y s => n y s * dx α y s) x t =
      2 * amplitude n x t * (dt (amplitude n) x t + dx (amplitude n) x t * dx α x t
        + amplitude n x t * dx (dx α) x t / 2) := by
  have hR := regular_amplitude hn hr
  have hsq : ∀ y s, amplitude n y s * amplitude n y s = n y s :=
    fun y s => Real.mul_self_sqrt (hn y s).le
  -- differentiate n = √n · √n in time and in position
  have ht := (hR.time x t).fun_mul (hR.time x t)
  have hx := (hR.space x t).fun_mul (hR.space x t)
  simp only [hsq] at ht hx
  have e1 : dt n x t = _ := ht.deriv
  have e2 : dx (fun y s => n y s * dx α y s) x t = _ := (hx.fun_mul (hα.space₂ x t)).deriv
  rw [e1, e2]
  linear_combination (-(dx (dx α) x t)) * hsq x t
```

In the main theorem, `hn` is positivity of the density at all positions and times, while `hr` and `hα` are the regularity of density and phase. Positivity excludes orbitals with nodes, where the formula would divide by zero. The right side of the equivalence consists of the continuity equation and the potential formula, each for all x and t.

The statement `key` inside the proof is the equivalence at a single point. It moves all terms to one side, inserts the residual identity, and removes the phase factor with `Complex.exp_ne_zero`. The auxiliary fact `split` says that a + ib = 0 with real a and b means a = 0 and b = 0. What remains is to cancel 2R in the continuity equation and R in the potential formula. The final lines collect the pointwise equivalences into one for all x and t.

```lean
/-- One-electron potential inversion: for a regular density `n > 0` and a regular phase `α`, the
orbital `√n exp(iα)` solves the Schrödinger equation with potential `v` if and only if `n_t + (n
α_x)_x = 0` and `v = (√n)_xx/(2√n) - α_t - α_x²/2`. -/
theorem potential_inversion (hn : ∀ x t, 0 < n x t) (hr : Regular n) (hα : Regular α)
    (v : ℝ → ℝ → ℝ) :
    SolvesTDSE v (orbital n α) ↔
      (∀ x t, dt n x t + dx (fun y s => n y s * dx α y s) x t = 0) ∧
      (∀ x t, v x t = dx (dx (amplitude n)) x t / (2 * amplitude n x t)
        - dt α x t - dx α x t ^ 2 / 2) := by
  have split : ∀ a b : ℝ, (a : ℂ) + I * (b : ℂ) = 0 ↔ a = 0 ∧ b = 0 := by
    intro a b
    simp [Complex.ext_iff]
  have key : ∀ x t, (I * dt (orbital n α) x t =
      -(1 / 2) * dx (dx (orbital n α)) x t + v x t * orbital n α x t) ↔
      (dt n x t + dx (fun y s => n y s * dx α y s) x t = 0 ∧
        v x t = dx (dx (amplitude n)) x t / (2 * amplitude n x t)
          - dt α x t - dx α x t ^ 2 / 2) := by
    intro x t
    have hR : amplitude n x t ≠ 0 := (Real.sqrt_pos.2 (hn x t)).ne'
    have e : dx (dx (amplitude n)) x t / (2 * amplitude n x t) * amplitude n x t
        = dx (dx (amplitude n)) x t / 2 := by field_simp
    -- the phase factor never vanishes, so both real parts of the residual must
    rw [← sub_eq_zero, schrodinger_residual (regular_amplitude hn hr) hα v x t, mul_eq_zero,
      or_iff_left (Complex.exp_ne_zero _), split, continuity_amplitude hn hr hα x t, and_comm]
    refine and_congr ⟨fun h => by rw [h, mul_zero], fun h =>
      (mul_eq_zero.mp h).resolve_left (mul_ne_zero two_ne_zero hR)⟩ ⟨fun h => ?_, fun h => ?_⟩
    · apply mul_left_cancel₀ hR
      linear_combination -h - e
    · linear_combination -e - amplitude n x t * h
  exact ⟨fun h => ⟨fun x t => ((key x t).1 (h x t)).1, fun x t => ((key x t).1 (h x t)).2⟩,
    fun h x t => (key x t).2 ⟨h.1 x t, h.2 x t⟩⟩
```

## Static densities

The stationary case takes a positive function ρ of position that is twice differentiable, and any real E. The phase −Et makes ψ a static amplitude times e^{−iEt}. The equivalence then says that the potential must equal E + (√ρ)''/(2√ρ) at all times, so it cannot depend on t. Whether ψ is a normalisable bound state is left open, since ρ is not required to be integrable.

The proof checks that the static density and the linear phase are regular, applies `potential_inversion`, and evaluates the derivatives of the phase. The continuity equation reduces to 0 = 0 and drops out of the equivalence.

```lean
/-- For a static, twice differentiable density `ρ > 0` and phase `-E t`, the Schrödinger equation
holds if and only if `v = E + (√ρ)''/(2√ρ)`. -/
theorem stationary_inversion {ρ : ℝ → ℝ} (hρ : ∀ x, 0 < ρ x) (hd : Differentiable ℝ ρ)
    (hd' : Differentiable ℝ (deriv ρ)) (E : ℝ) (v : ℝ → ℝ → ℝ) :
    SolvesTDSE v (orbital (fun x _ => ρ x) (fun _ t => -E * t)) ↔
      ∀ x t, v x t = E + deriv (deriv (fun y => √(ρ y))) x / (2 * √(ρ x)) := by
  have a1 : dx (fun (_ t : ℝ) => -E * t) = fun _ _ => (0 : ℝ) := by
    funext x t
    simp [dx]
  have a2 : ∀ x t, dt (fun (_ t : ℝ) => -E * t) x t = -E := fun x t =>
    (((hasDerivAt_id t).const_mul (-E)).deriv).trans (mul_one _)
  have hr : Regular (fun x _ => ρ x) :=
    ⟨fun x t => (differentiableAt_const _).hasDerivAt, fun x t => (hd x).hasDerivAt,
      fun x t => (hd' x).hasDerivAt⟩
  have hα : Regular (fun _ t => -E * t) := by
    refine ⟨fun x t => ((hasDerivAt_id t).const_mul (-E)).differentiableAt.hasDerivAt,
      fun x t => (differentiableAt_const _).hasDerivAt, fun x t => ?_⟩
    simp only [a1]
    exact (differentiableAt_const _).hasDerivAt
  rw [potential_inversion (fun x _ => hρ x) hr hα v]
  have hv : ∀ x t, dx (dx (amplitude (fun x _ => ρ x))) x t
      / (2 * amplitude (fun x _ => ρ x) x t)
      = deriv (deriv (fun y => √(ρ y))) x / (2 * √(ρ x)) := fun x t => rfl
  simp only [a1, a2, hv]
  constructor
  · rintro ⟨-, h⟩ x t
    rw [h x t]
    ring
  · intro h
    refine ⟨fun x t => by simp [dt, dx], fun x t => ?_⟩
    rw [h x t]
    ring

end

end OneElectronInversion
```

```lean
#print axioms OneElectronInversion.orbital_density
#print axioms OneElectronInversion.potential_inversion
#print axioms OneElectronInversion.stationary_inversion
```

```
'OneElectronInversion.orbital_density' depends on axioms: [propext, Classical.choice, Quot.sound]
'OneElectronInversion.potential_inversion' depends on axioms: [propext, Classical.choice, Quot.sound]
'OneElectronInversion.stationary_inversion' depends on axioms: [propext, Classical.choice, Quot.sound]
```
